# For real matrices with \(A\) invertible, the mixed second derivative of \(\log|\det(A+aX+bY)|\) at \(a=b=0\) is \(-\operatorname{tr}(A^{-1}XA^{-1}Y)\)

Tilt the magnetic moments on two sites of a crystal by small angles \(a\) and \(b\). The exchange coupling between them is read from the part of the energy that depends on both angles. In the force-theorem approach, this energy change is estimated from the one-electron energies, with the potential on each site rotated along with its moment but not recalculated self-consistently. For non-interacting electrons with Hamiltonian \(H\), those energies enter through \(\log\det(\varepsilon-H)\), which is then integrated over the energy \(\varepsilon\). The question at each energy is how this logarithm responds to two perturbations at once.

## The matrix model

Let \(A\) be a real square matrix, for instance \(\varepsilon-H\) with \(H\) real and \(\varepsilon\) a real energy that is not an eigenvalue. Its inverse \(G=A^{-1}\) is the Green function, or propagator. The real matrices \(X\) and \(Y\) are the first-order changes of \(A\) per unit \(a\) and \(b\), and the perturbed matrix is modelled as \(A+aX+bY\). Tilting a moment also changes \(A\) at higher orders in its angle. If the two tilts add separate terms to \(A\), each depending on one angle only, these higher orders do not affect the mixed second derivative at \(a=b=0\). The finite type `n` labels the basis states; no symmetry of the matrices is assumed.

```lean
import Mathlib

open Matrix Filter Topology

namespace ExchangeFromLogDet

variable {n : Type*} [Fintype n] [DecidableEq n]
```

The functional is \(\log|\det M|\), where the absolute value admits determinants of either sign.

```lean
/-- The functional `log |det M|` of an inverse propagator `M`, for invertible `M`. -/
noncomputable def logDet (M : Matrix n n ℝ) : ℝ := Real.log |M.det|
```

## Weak perturbations preserve invertibility

The function \(b\mapsto\det(A+bY)\) is a polynomial, hence continuous, and at \(b=0\) it equals \(\det A\neq0\). It is therefore nonzero throughout some neighbourhood of \(b=0\). In Lean, `IsUnit A.det` expresses the invertibility of \(A\), and `∀ᶠ b : ℝ in 𝓝 0` means "for all \(b\) sufficiently close to 0".

```lean
/-- An invertible inverse propagator stays invertible under every sufficiently weak
perturbation `b Y`. -/
theorem eventually_invertible {A : Matrix n n ℝ} (hA : IsUnit A.det) (Y : Matrix n n ℝ) :
    ∀ᶠ b : ℝ in 𝓝 0, IsUnit (A + b • Y).det := by
  have hB : Continuous fun b : ℝ => A + b • Y :=
    continuous_const.add (continuous_id.smul continuous_const)
  have h0 : (A + (0 : ℝ) • Y).det ≠ 0 := by
    rw [zero_smul, add_zero]
    exact hA.ne_zero
  exact (hB.matrix_det.continuousAt.eventually_ne h0).mono
    fun b h => isUnit_iff_ne_zero.mpr h
```

## The first variation is a trace with the propagator

Expand \(\det(1+tM)\) over permutations. Every permutation other than the identity moves at least two indices, so its term is of order \(t^2\). The identity contributes \(\prod_k(1+tM_{kk})=1+t\operatorname{tr}M+O(t^2)\). Hence, for some polynomial \(q\),
\[
\det(1+tM)=1+t\operatorname{tr}M+t^2q(t),
\]
and the derivative at \(t=0\) is \(\operatorname{tr}M\). The proof takes this expansion from Mathlib and differentiates it term by term. A statement `HasDerivAt f c x` says that `f` is differentiable at `x` with derivative `c`.

```lean
/-- To first order in `t`, the determinant of `1 + t M` changes by the trace of `M`. -/
theorem hasDerivAt_det_one_add (M : Matrix n n ℝ) :
    HasDerivAt (fun t : ℝ => (1 + t • M).det) M.trace 0 := by
  -- the determinant is a polynomial in `t` with known first two coefficients
  have key : ∃ q : Polynomial ℝ, ∀ t : ℝ,
      (1 + t • M).det = 1 + M.trace * t + q.eval t * t ^ 2 :=
    ⟨_, fun t => Matrix.det_one_add_smul t M⟩
  obtain ⟨q, hq⟩ := key
  have h1 := ((hasDerivAt_id' (0 : ℝ)).const_mul M.trace).const_add 1
  have h2 := (q.hasDerivAt 0).fun_mul (hasDerivAt_pow 2 (0 : ℝ))
  rw [funext hq]
  exact (h1.fun_add h2).congr_deriv (by simp)
```

Now factor out the unperturbed matrix, \(A+aX=A(1+aA^{-1}X)\), so that
\[
\log|\det(A+aX)|=\log|\det A\,\det(1+aA^{-1}X)|.
\]
By the chain rule, the derivative at \(a=0\) is
\[
\frac{\det A\,\operatorname{tr}(A^{-1}X)}{\det A}=\operatorname{tr}(A^{-1}X).
\]
The factorisation is `hfun`, and `h.log hne` is the chain rule for the logarithm. Mathlib's real logarithm satisfies \(\log(-x)=\log x\), which lets `Real.log_abs` remove the absolute value.

```lean
/-- First variation: the response of `log |det A|` to a perturbation `X` is the trace of
the propagator `A⁻¹` times `X`. -/
theorem first_variation {A : Matrix n n ℝ} (hA : IsUnit A.det) (X : Matrix n n ℝ) :
    HasDerivAt (fun a : ℝ => logDet (A + a • X)) (A⁻¹ * X).trace 0 := by
  have h0 : A.det ≠ 0 := hA.ne_zero
  -- factor out the unperturbed matrix
  have hfun : (fun a : ℝ => logDet (A + a • X)) =
      fun a : ℝ => Real.log (A.det * (1 + a • (A⁻¹ * X)).det) := by
    funext a
    rw [logDet, Real.log_abs, ← Matrix.det_mul, mul_add, mul_one, Matrix.mul_smul,
      ← Matrix.mul_assoc, Matrix.mul_nonsing_inv A hA, Matrix.one_mul]
  have h := (hasDerivAt_det_one_add (A⁻¹ * X)).const_mul A.det
  have hne : A.det * (1 + (0 : ℝ) • (A⁻¹ * X)).det ≠ 0 := by
    rw [zero_smul, add_zero, Matrix.det_one, mul_one]
    exact h0
  rw [hfun]
  refine (h.log hne).congr_deriv ?_
  simp only [zero_smul, add_zero, Matrix.det_one, mul_one]
  exact mul_div_cancel_left₀ _ h0
```

## The Dyson equation gives the response of the propagator

Write \(B=A+bY\) and suppose that \(B\) is invertible too. Inserting \(AA^{-1}=1\) and \(B^{-1}B=1\) gives
\[
B^{-1}-A^{-1}=B^{-1}AA^{-1}-B^{-1}BA^{-1}=B^{-1}(A-B)A^{-1}=-b\,B^{-1}YA^{-1}.
\]
This is exact in \(b\). The two steps of the `calc` block are the insertion and the cancellation.

```lean
/-- Dyson equation: the change of the propagator is minus the perturbed propagator times
the perturbation times the unperturbed propagator. -/
theorem dyson {A Y : Matrix n n ℝ} {b : ℝ} (hA : IsUnit A.det)
    (hB : IsUnit (A + b • Y).det) :
    (A + b • Y)⁻¹ - A⁻¹ = -(b • ((A + b • Y)⁻¹ * Y * A⁻¹)) := by
  have h1 := Matrix.nonsing_inv_mul (A + b • Y) hB
  have h2 := Matrix.mul_nonsing_inv A hA
  calc (A + b • Y)⁻¹ - A⁻¹
      = (A + b • Y)⁻¹ * (A * A⁻¹) - ((A + b • Y)⁻¹ * (A + b • Y)) * A⁻¹ := by
        rw [h1, h2, mul_one, one_mul]
    _ = -(b • ((A + b • Y)⁻¹ * Y * A⁻¹)) := by
        generalize (A + b • Y)⁻¹ = G
        simp only [mul_add, add_mul, Matrix.mul_smul, Matrix.smul_mul, Matrix.mul_assoc]
        abel
```

Multiply by \(X\), take the trace and divide by \(b\neq0\):
\[
\frac{\operatorname{tr}(B^{-1}X)-\operatorname{tr}(A^{-1}X)}{b}=-\operatorname{tr}(B^{-1}YA^{-1}X).
\]
Since \(B^{-1}=\operatorname{adj}(B)/\det B\), where \(\operatorname{adj}\) is the adjugate, \(B^{-1}\) tends to \(A^{-1}\) as \(b\to0\). The limit is
\[
-\operatorname{tr}(A^{-1}YA^{-1}X)=-\operatorname{tr}(A^{-1}XA^{-1}Y)
\]
by cyclicity of the trace. In the proof, `hG` is the continuity of the inverse, `hlim` the limit and `hval` the cyclic rearrangement. The last lines identify the difference quotient through `dyson`.

```lean
/-- The first-order response of the trace `tr (A⁻¹ X)` to a perturbation `Y` of `A` is `-tr (A⁻¹ X
A⁻¹ Y)`. -/
theorem propagator_response {A : Matrix n n ℝ} (hA : IsUnit A.det) (X Y : Matrix n n ℝ) :
    HasDerivAt (fun b : ℝ => ((A + b • Y)⁻¹ * X).trace)
      (-(A⁻¹ * X * A⁻¹ * Y).trace) 0 := by
  have hB : Continuous fun b : ℝ => A + b • Y :=
    continuous_const.add (continuous_id.smul continuous_const)
  have h0 : (A + (0 : ℝ) • Y).det ≠ 0 := by
    rw [zero_smul, add_zero]
    exact hA.ne_zero
  -- the propagator is continuous in the perturbation strength `b` at `b = 0`
  have hG : ContinuousAt (fun b : ℝ => (A + b • Y)⁻¹) 0 := by
    simp only [Matrix.inv_def, Ring.inverse_eq_inv']
    exact (hB.matrix_det.continuousAt.inv₀ h0).smul hB.matrix_adjugate.continuousAt
  have hT : Continuous fun G : Matrix n n ℝ => -(G * Y * A⁻¹ * X).trace :=
    ((((continuous_id.matrix_mul continuous_const).matrix_mul
      continuous_const).matrix_mul continuous_const).matrix_trace).neg
  have hlim : Tendsto (fun b : ℝ => -((A + b • Y)⁻¹ * Y * A⁻¹ * X).trace) (𝓝 0)
      (𝓝 (-((A + (0 : ℝ) • Y)⁻¹ * Y * A⁻¹ * X).trace)) := (hT.tendsto _).comp hG
  have hval : -((A + (0 : ℝ) • Y)⁻¹ * Y * A⁻¹ * X).trace =
      -(A⁻¹ * X * A⁻¹ * Y).trace := by
    rw [zero_smul, add_zero, Matrix.mul_assoc (A⁻¹ * Y) A⁻¹ X,
      Matrix.trace_mul_comm (A⁻¹ * Y) (A⁻¹ * X), ← Matrix.mul_assoc (A⁻¹ * X) A⁻¹ Y]
  rw [hval] at hlim
  -- the Dyson equation evaluates the difference quotient exactly
  rw [hasDerivAt_iff_tendsto_slope_zero]
  refine (hlim.mono_left nhdsWithin_le_nhds).congr' ?_
  filter_upwards [(eventually_invertible hA Y).filter_mono nhdsWithin_le_nhds,
    self_mem_nhdsWithin] with b hb hb0
  have hb1 : b ≠ 0 := hb0
  simp only [zero_add, zero_smul, add_zero]
  rw [← Matrix.trace_sub, ← Matrix.sub_mul, dyson hA hb, Matrix.neg_mul, Matrix.smul_mul,
    Matrix.trace_neg, Matrix.trace_smul, smul_neg, smul_smul, inv_mul_cancel₀ hb1, one_smul]
```

## Differentiating twice

For each \(b\) near 0, the matrix \(A+bY\) is invertible, so the first variation applies with \(A+bY\) in place of \(A\):
\[
\left.\frac{\partial}{\partial a}\log|\det(A+aX+bY)|\right|_{a=0}=\operatorname{tr}\big((A+bY)^{-1}X\big).
\]
The derivative of the right-hand side at \(b=0\) was just found, and it is \(-\operatorname{tr}(A^{-1}XA^{-1}Y)\).

The theorem states the result in this order: `deriv` takes the inner derivative in \(a\), and `HasDerivAt` gives the outer one in \(b\). Its proof uses the fact that two functions which agree near 0 have the same derivative there (`congr_of_eventuallyEq`).

```lean
/-- The mixed second derivative of `log |det (A + a X + b Y)|` at `a = b = 0` is
`-tr (A⁻¹ X A⁻¹ Y)`. -/
theorem mixed_second_variation {A : Matrix n n ℝ} (hA : IsUnit A.det)
    (X Y : Matrix n n ℝ) :
    HasDerivAt (fun b : ℝ => deriv (fun a : ℝ => logDet (A + a • X + b • Y)) 0)
      (-(A⁻¹ * X * A⁻¹ * Y).trace) 0 := by
  refine (propagator_response hA X Y).congr_of_eventuallyEq ?_
  filter_upwards [eventually_invertible hA Y] with b hb
  have hswap : (fun a : ℝ => logDet (A + a • X + b • Y)) =
      fun a : ℝ => logDet (A + b • Y + a • X) := by
    funext a
    rw [add_right_comm]
  rw [hswap]
  exact (first_variation hb X).deriv
```

The invertibility of \(A\) is essential. Take \(1\times1\) matrices with \(A=0\) and \(X=Y=1\). For \(b\neq0\), the inner derivative of \(\log|a+b|\) at \(a=0\) is \(1/b\). It is unbounded near \(b=0\), so the outer derivative does not exist.

## Two sites and their orbitals

Let `S` be the finite set of sites and `L` the set of orbitals, the same on every site. A basis state is a pair \((i,l)\). The matrix \(P_i\) embeds the orbitals of site \(i\) in the whole lattice: its entry in row \(p\) and column \(l\) is 1 if \(p=(i,l)\) and 0 otherwise.

```lean
variable {S L : Type*} [Fintype S] [DecidableEq S] [Fintype L] [DecidableEq L]

/-- The inclusion of the orbitals of site `i` into the orbitals of the whole lattice. -/
def siteInclusion (i : S) : Matrix (S × L) L ℝ :=
  Matrix.of fun p l => if p = (i, l) then 1 else 0
```

An orbital matrix \(D\) acting only on site \(i\) becomes the lattice matrix \(P_iDP_i^{\mathsf T}\).

```lean
/-- The perturbation that acts as the orbital matrix `D` on site `i` and vanishes elsewhere. -/
def onSite (i : S) (D : Matrix L L ℝ) : Matrix (S × L) (S × L) ℝ :=
  (siteInclusion i : Matrix (S × L) L ℝ) * D * (siteInclusion i : Matrix (S × L) L ℝ)ᵀ
```

The propagator between sites \(i\) and \(j\) is the block \((G_{ij})_{lm}=G_{(i,l),(j,m)}\).

```lean
/-- The orbital block of a lattice matrix `G` between sites `i` and `j`. -/
def intersite (G : Matrix (S × L) (S × L) ℝ) (i j : S) : Matrix L L ℝ :=
  Matrix.of fun l m => G (i, l) (j, m)
```

Because each column of \(P_i\) and \(P_j\) has a single nonzero entry, the sums in the matrix product select exactly this block: \(P_i^{\mathsf T}GP_j=G_{ij}\).

```lean
/-- Restricting a lattice matrix to the orbitals of sites `i` and `j` gives its
intersite block. -/
theorem restrict_eq_intersite (G : Matrix (S × L) (S × L) ℝ) (i j : S) :
    (siteInclusion i : Matrix (S × L) L ℝ)ᵀ * G * (siteInclusion j : Matrix (S × L) L ℝ) =
      intersite G i j := by
  refine Matrix.ext fun l m => ?_
  simp [siteInclusion, intersite, Matrix.mul_apply]
```

Set \(X=P_iDP_i^{\mathsf T}\) and \(Y=P_jEP_j^{\mathsf T}\), with \(E\) an orbital matrix on site \(j\). Moving \(G\) and then \(P_i\) to the end of the trace gives
\[
\begin{aligned}
-\operatorname{tr}(GP_iDP_i^{\mathsf T}GP_jEP_j^{\mathsf T})
&=-\operatorname{tr}\big(D\,(P_i^{\mathsf T}GP_j)\,E\,(P_j^{\mathsf T}GP_i)\big)\\
&=-\operatorname{tr}(D\,G_{ij}\,E\,G_{ji}).
\end{aligned}
\]
The `calc` block makes the same two cyclic moves, with `P` and `Q` for \(P_i\) and \(P_j\). The sites may coincide, in which case both blocks are the local one.

```lean
/-- For perturbations `D` on site `i` and `E` on site `j`, with strengths `a` and `b`, the mixed
second derivative of `log |det|` of the perturbed matrix at `a = b = 0` is minus the orbital trace
of `D G_ij E G_ji`, with `G = A⁻¹`. -/
theorem liechtenstein_pair_formula {A : Matrix (S × L) (S × L) ℝ} (hA : IsUnit A.det)
    (i j : S) (D E : Matrix L L ℝ) :
    HasDerivAt
      (fun b : ℝ => deriv (fun a : ℝ => logDet (A + a • onSite i D + b • onSite j E)) 0)
      (-(D * intersite A⁻¹ i j * E * intersite A⁻¹ j i).trace) 0 := by
  refine (mixed_second_variation hA (onSite i D) (onSite j E)).congr_deriv ?_
  rw [← restrict_eq_intersite, ← restrict_eq_intersite, onSite, onSite]
  generalize A⁻¹ = G
  generalize (siteInclusion i : Matrix (S × L) L ℝ) = P
  generalize (siteInclusion j : Matrix (S × L) L ℝ) = Q
  congr 1
  -- cyclicity of the trace moves `G` and then `P` to the end
  calc (G * (P * D * Pᵀ) * G * (Q * E * Qᵀ)).trace
      = (G * (P * D * Pᵀ * G * (Q * E * Qᵀ))).trace := by simp only [Matrix.mul_assoc]
    _ = (P * D * Pᵀ * G * (Q * E * Qᵀ) * G).trace := Matrix.trace_mul_comm _ _
    _ = (P * (D * Pᵀ * G * Q * E * Qᵀ * G)).trace := by simp only [Matrix.mul_assoc]
    _ = (D * Pᵀ * G * Q * E * Qᵀ * G * P).trace := Matrix.trace_mul_comm _ _
    _ = (D * (Pᵀ * G * Q) * E * (Qᵀ * G * P)).trace := by simp only [Matrix.mul_assoc]

end ExchangeFromLogDet
```

This trace is the matrix core of the Liechtenstein exchange formula, used in electronic-structure calculations of magnetic couplings, here for a finite, real, non-interacting model at one fixed energy. The full formula also needs complex energies, an integral over occupied states, a prefactor and the spin-dependent potentials that take the place of \(D\) and \(E\). In its usual form for collinear moments, one of the two propagators is that of spin-up electrons and the other that of spin-down electrons. The single \(G\) used here contains both if spin is included among the orbital labels. The force theorem itself is physical input to that formula and plays no part in the proof.

```lean
#print axioms ExchangeFromLogDet.mixed_second_variation
#print axioms ExchangeFromLogDet.liechtenstein_pair_formula
```

```
'ExchangeFromLogDet.mixed_second_variation' depends on axioms: [propext, Classical.choice, Quot.sound]
'ExchangeFromLogDet.liechtenstein_pair_formula' depends on axioms: [propext, Classical.choice, Quot.sound]
```
